# Moré–Sorensen necessity: with a symmetric Hessian and a positive trust radius, a minimising step solves a level-shifted Newton equation

## The quadratic model and its minimiser

Let $E$ be a real inner product space of any dimension, with inner product $\langle x,y\rangle$ and norm $\|x\|=\sqrt{\langle x,x\rangle}$. A step is a vector of $E$.

In Lean 4 with Mathlib:

```lean
import Mathlib

open Matrix

namespace TrustRegionNecessity

noncomputable section

variable {E : Type*} [NormedAddCommGroup E] [InnerProductSpace ℝ E]
```

The gradient at the current point is $g\in E$, and the Hessian is a linear map $H:E\to E$. Measured from the current energy, the quadratic model of the energy after a step $p$ is

$$m(p)=\langle g,p\rangle+\tfrac12\langle p,Hp\rangle .$$

```lean
/-- The quadratic energy model `⟨g, p⟩ + ⟨p, H p⟩ / 2` with gradient `g` and Hessian `H`. -/
def model (g : E) (H : E →ₗ[ℝ] E) (p : E) : ℝ :=
  inner ℝ g p + inner ℝ p (H p) / 2
```

A trust-region step of radius $D$ is a vector $s$ with $\|s\|\le D$ and $m(s)\le m(p)$ whenever $\|p\|\le D$. This is global minimality over the ball, and uniqueness is not required.

```lean
/-- The step `s` minimises the quadratic model over the ball of radius `D`. -/
def IsTrustRegionStep (g : E) (H : E →ₗ[ℝ] E) (D : ℝ) (s : E) : Prop :=
  ‖s‖ ≤ D ∧ ∀ p : E, ‖p‖ ≤ D → model g H s ≤ model g H p
```

The claim is that for symmetric $H$ and $D>0$ such an $s$ has a shift $\mu\ge0$ with $Hs+\mu s=-g$, with $H+\mu I$ positive semidefinite, and with $\mu(D-\|s\|)=0$. In geometry or orbital optimisation this describes the exact minimiser of the quadratic model within the trust ball; it does not say how well the model follows the true energy.

## Energy and length along a line

Symmetry, `H.IsSymmetric`, means $\langle Hx,y\rangle=\langle x,Hy\rangle$. In $m(s+td)$ the cross terms $\tfrac t2(\langle s,Hd\rangle+\langle d,Hs\rangle)$ therefore combine to $t\langle Hs,d\rangle$. With $r=g+Hs$, the model gradient at $s$,

$$m(s+td)=m(s)+t\langle r,d\rangle+\tfrac{t^2}{2}\langle d,Hd\rangle .$$

```lean
variable {g s : E} {H : E →ₗ[ℝ] E} {D : ℝ}

/-- For a symmetric Hessian, the model along a line through `s` is a parabola whose slope at `s`
is given by the gradient `g + H s`. -/
theorem model_add (hH : H.IsSymmetric) (s d : E) (t : ℝ) :
    model g H (s + t • d) =
      model g H s + t * inner ℝ (g + H s) d + t ^ 2 * (inner ℝ d (H d) / 2) := by
  have h1 : inner ℝ s (H d) = inner ℝ (H s) d := (hH s d).symm
  have h2 : inner ℝ d (H s) = inner ℝ (H s) d := real_inner_comm _ _
  simp only [model, map_add, map_smul, inner_add_left, inner_add_right,
    real_inner_smul_left, real_inner_smul_right, h1, h2]
  ring
```

The length changes in the same manner:

$$\|s+td\|^2=\|s\|^2+2t\langle s,d\rangle+t^2\|d\|^2 .$$

```lean
/-- The squared length of a step after a displacement `t d`. -/
theorem norm_step_sq (s d : E) (t : ℝ) :
    ‖s + t • d‖ ^ 2 = ‖s‖ ^ 2 + 2 * t * inner ℝ s d + t ^ 2 * ‖d‖ ^ 2 := by
  rw [norm_add_sq_real, real_inner_smul_right, norm_smul, mul_pow, Real.norm_eq_abs, sq_abs]
  ring
```

If $s$ is a minimiser and $s+td$ stays in the ball for $0<t\le\delta$, the expansion of the model gives an inequality $0\le ta+t^2b$ for these $t$; the expansion of the length serves to check that the displaced point is in the ball. Dividing by $t$ and letting $t\to0$ gives $a\ge0$. The proof avoids the limit: if $a<0$, a positive $t$ no larger than $\delta$ and $-a/(2(|b|+1))$ makes $a+tb$ negative, a contradiction.

```lean
/-- If `t a + t² b` is nonnegative for all small positive `t`, then the slope `a` is
nonnegative. -/
theorem slope_nonneg {a b δ : ℝ} (hδ : 0 < δ)
    (h : ∀ t, 0 < t → t ≤ δ → 0 ≤ t * a + t ^ 2 * b) : 0 ≤ a := by
  by_contra hneg
  have ha : a < 0 := lt_of_not_ge hneg
  have hc : 0 < 2 * (|b| + 1) := by positivity
  -- a step so short that the linear term dominates
  obtain ⟨t, ht, htδ, hta⟩ : ∃ t : ℝ, 0 < t ∧ t ≤ δ ∧ t ≤ -a / (2 * (|b| + 1)) :=
    ⟨min δ (-a / (2 * (|b| + 1))), lt_min hδ (div_pos (by linarith) hc),
      min_le_left _ _, min_le_right _ _⟩
  have h1 := (le_div_iff₀ hc).mp hta
  have h2 := h t ht htδ
  have h3 : t * b ≤ t * |b| := mul_le_mul_of_nonneg_left (le_abs_self b) ht.le
  have h4 : a + t * b < 0 := by nlinarith
  nlinarith [mul_neg_of_pos_of_neg ht h4]
```

## No descent into the ball

Suppose $\langle s,d\rangle<0$ and $0<t\le-\langle s,d\rangle/(\|d\|^2+1)$. Then $t\|d\|^2\le-\langle s,d\rangle$, so

$$\|s+td\|^2-\|s\|^2=t\,(2\langle s,d\rangle+t\|d\|^2)\le t\langle s,d\rangle<0 .$$

The displaced point is feasible, and minimality gives $0\le t\langle r,d\rangle+\tfrac{t^2}{2}\langle d,Hd\rangle$. By the slope lemma, $\langle r,d\rangle\ge0$.

```lean
/-- For a symmetric Hessian, the model does not decrease to first order from a trust-region
minimiser `s` along any direction `d` with `⟨s, d⟩ < 0`. -/
theorem inward_slope_nonneg (hH : H.IsSymmetric) (hs : IsTrustRegionStep g H D s)
    {d : E} (hd : inner ℝ s d < 0) : 0 ≤ inner ℝ (g + H s) d := by
  have hc : 0 < ‖d‖ ^ 2 + 1 := by positivity
  refine slope_nonneg (b := inner ℝ d (H d) / 2)
    (div_pos (neg_pos.2 hd) hc) (fun t ht htδ => ?_)
  have h1 := (le_div_iff₀ hc).mp htδ
  -- the displaced point is no longer than `s`
  have h2 : ‖s + t • d‖ ^ 2 ≤ ‖s‖ ^ 2 := by
    rw [norm_step_sq]
    have h5 : 2 * inner ℝ s d + t * ‖d‖ ^ 2 ≤ 0 := by linarith
    nlinarith [mul_nonneg ht.le (neg_nonneg.2 h5)]
  have h3 := (pow_le_pow_iff_left₀ (norm_nonneg _) (norm_nonneg _) two_ne_zero).mp h2
  have h4 := hs.2 _ (h3.trans hs.1)
  rw [model_add hH] at h4
  linarith
```

## The shift as a multiplier

Let $s\ne0$. Split the gradient into parts along and orthogonal to $s$:

$$\mu=-\frac{\langle r,s\rangle}{\|s\|^2},\qquad v=r+\mu s,\qquad \langle v,s\rangle=0,\qquad \langle r,v\rangle=\|v\|^2 .$$

For $t>0$ the direction $d=-v-ts$ has $\langle s,d\rangle=-t\|s\|^2<0$, so

$$0\le\langle r,d\rangle=-\|v\|^2+t\mu\|s\|^2 .$$

Letting $t\to0$ forces $v=0$, which is $Hs+\mu s=-g$. In the code this inequality is multiplied by $t$ so that `slope_nonneg` applies. The direction $d=-s$ then gives $0\le-\langle r,s\rangle=\mu\|s\|^2$, hence $\mu\ge0$.

```lean
/-- For a symmetric Hessian, a nonzero trust-region minimiser solves a level-shifted Newton
equation with a nonnegative shift. -/
theorem exists_shift (hH : H.IsSymmetric) (hs : IsTrustRegionStep g H D s) (hs0 : s ≠ 0) :
    ∃ μ : ℝ, 0 ≤ μ ∧ H s + μ • s = -g := by
  have hN : 0 < ‖s‖ ^ 2 := pow_pos (norm_pos_iff.2 hs0) 2
  obtain ⟨μ, hμ⟩ : ∃ μ : ℝ, inner ℝ (g + H s) s = -(μ * ‖s‖ ^ 2) :=
    ⟨-(inner ℝ (g + H s) s) / ‖s‖ ^ 2, by rw [div_mul_cancel₀ _ hN.ne', neg_neg]⟩
  -- `v` is the part of the gradient orthogonal to `s`
  obtain ⟨v, hv⟩ : ∃ v : E, v = g + H s + μ • s := ⟨_, rfl⟩
  have hvs : inner ℝ v s = 0 := by
    rw [hv, inner_add_left, real_inner_smul_left, real_inner_self_eq_norm_sq, hμ]
    ring
  have hsv : inner ℝ s v = 0 := by rw [real_inner_comm]; exact hvs
  have hrv : inner ℝ (g + H s) v = ‖v‖ ^ 2 := by
    have e : g + H s = v - μ • s := by rw [hv, add_sub_cancel_right]
    rw [e, inner_sub_left, real_inner_smul_left, hsv, real_inner_self_eq_norm_sq]
    ring
  have hv2 : 0 ≤ -‖v‖ ^ 2 := by
    refine slope_nonneg (b := μ * ‖s‖ ^ 2) one_pos (fun t ht _ => ?_)
    have h1 : inner ℝ s (-v - t • s) < 0 := by
      rw [inner_sub_right, inner_neg_right, real_inner_smul_right, hsv,
        real_inner_self_eq_norm_sq]
      nlinarith [mul_pos ht hN]
    have h2 := inward_slope_nonneg hH hs h1
    rw [inner_sub_right, inner_neg_right, real_inner_smul_right, hrv, hμ] at h2
    nlinarith [mul_nonneg ht.le h2]
  have hv0 : v = 0 := by
    have h : ‖v‖ ^ 2 = 0 := le_antisymm (by linarith) (sq_nonneg _)
    exact norm_eq_zero.mp (pow_eq_zero_iff two_ne_zero |>.mp h)
  refine ⟨μ, ?_, ?_⟩
  · have h1 : inner ℝ s (-s) < 0 := by
      rw [inner_neg_right, real_inner_self_eq_norm_sq]
      linarith
    have h2 := inward_slope_nonneg hH hs h1
    rw [inner_neg_right, hμ, neg_neg] at h2
    exact le_of_mul_le_mul_right (by linarith) hN
  · have h : g + H s + μ • s = 0 := hv.symm.trans hv0
    exact eq_neg_of_add_eq_zero_left (by rw [← h]; abel)
```

## Curvature from a reflection

Now let $\|s\|=D$ as well. The equation $Hs+\mu s=-g$ says that $r=-\mu s$. Take $x$ with $\langle s,x\rangle\ne0$ and set $t=-2\langle s,x\rangle/\|x\|^2$. The point $s+tx$ is the reflection of $s$ along $x$ and has the same norm. Since $-\langle s,x\rangle=t\|x\|^2/2$, minimality gives

$$0\le-t\mu\langle s,x\rangle+\tfrac{t^2}{2}\langle x,Hx\rangle=\tfrac{t^2}{2}\left(\langle x,Hx\rangle+\mu\|x\|^2\right),$$

and $t\neq0$, so the bracket, written $Q(x)$, is nonnegative.

If $\langle s,w\rangle=0$, apply this to $x=w+ts$ with a new $t>0$:

$$0\le Q(w)+t\left(\langle w,Hs\rangle+\langle s,Hw\rangle\right)+t^2Q(s).$$

As $t\to0$, $Q(w)\ge0$. The code again multiplies by $t$, and uses $t\le1$ and $Q(s)\ge0$ to replace the cubic term by a quadratic one.

A derivation can go wrong here by using only the local second-order test on the sphere. That test controls directions tangent to the sphere and leaves the others unchecked; the reflection uses global minimality to reach them.

```lean
/-- For a symmetric Hessian, if a nonzero minimiser on the trust-region boundary solves the Newton
equation with shift `μ`, then the shifted Hessian has no negative curvature. -/
theorem shifted_curvature_nonneg (hH : H.IsSymmetric) (hs : IsTrustRegionStep g H D s)
    (hs0 : s ≠ 0) (hb : ‖s‖ = D) {μ : ℝ} (hμ : H s + μ • s = -g) (w : E) :
    0 ≤ inner ℝ w (H w + μ • w) := by
  have q (x : E) : inner ℝ x (H x + μ • x) = inner ℝ x (H x) + μ * ‖x‖ ^ 2 := by
    rw [inner_add_right, real_inner_smul_right, real_inner_self_eq_norm_sq]
  have hr : g + H s = -(μ • s) := by
    rw [← neg_eq_iff_eq_neg.mpr hμ]
    abel
  -- reflect `s` along `x` to another point of the sphere
  have key (x : E) (hx : inner ℝ s x ≠ 0) : 0 ≤ inner ℝ x (H x) + μ * ‖x‖ ^ 2 := by
    have hx0 : x ≠ 0 := by
      rintro rfl
      exact hx (inner_zero_right _)
    have hN : 0 < ‖x‖ ^ 2 := pow_pos (norm_pos_iff.2 hx0) 2
    obtain ⟨t, ht⟩ : ∃ t : ℝ, t * ‖x‖ ^ 2 = -2 * inner ℝ s x :=
      ⟨-2 * inner ℝ s x / ‖x‖ ^ 2, div_mul_cancel₀ _ hN.ne'⟩
    have ht0 : t ≠ 0 := by
      rintro rfl
      apply hx
      linarith
    have h1 : ‖s + t • x‖ ^ 2 ≤ ‖s‖ ^ 2 := by
      rw [norm_step_sq]
      apply le_of_eq
      linear_combination t * ht
    have h2 := (pow_le_pow_iff_left₀ (norm_nonneg _) (norm_nonneg _) two_ne_zero).mp h1
    have h3 := hs.2 _ (h2.trans hb.le)
    rw [model_add hH, hr, inner_neg_left, real_inner_smul_left] at h3
    have h4 : t ^ 2 * (inner ℝ x (H x) + μ * ‖x‖ ^ 2) =
        2 * (t * -(μ * inner ℝ s x) + t ^ 2 * (inner ℝ x (H x) / 2)) := by
      linear_combination t * μ * ht
    have h5 : 0 < t ^ 2 := by positivity
    exact le_of_mul_le_mul_left (by linarith) h5
  rw [q]
  by_cases hw : inner ℝ s w = 0
  · -- an orthogonal direction is a limit of the directions `w + t s`
    have hss : inner ℝ s s ≠ 0 := inner_self_ne_zero.mpr hs0
    have hqs := key s hss
    refine slope_nonneg (b := inner ℝ w (H s) + inner ℝ s (H w) +
      (inner ℝ s (H s) + μ * ‖s‖ ^ 2)) one_pos (fun t ht ht1 => ?_)
    have h1 := key (w + t • s) (by
      rw [inner_add_right, real_inner_smul_right, hw, zero_add]
      exact mul_ne_zero ht.ne' hss)
    have hws : inner ℝ w s = 0 := by rw [real_inner_comm]; exact hw
    rw [norm_step_sq, hws] at h1
    simp only [map_add, map_smul, inner_add_left, inner_add_right,
      real_inner_smul_left, real_inner_smul_right] at h1
    have h2 := mul_nonneg ht.le h1
    have h3 := mul_nonneg (mul_nonneg (sq_nonneg t) (sub_nonneg.2 ht1)) hqs
    linarith
  · exact key w hw
```

## Interior and boundary together

If $\|s\|<D$, every direction $d$ is feasible for $0<t\le(D-\|s\|)/(\|d\|+1)$, so

$$0\le t\langle r,d\rangle+\tfrac{t^2}{2}\langle d,Hd\rangle .$$

Choosing $d=-r$ gives $-\|r\|^2\ge0$, hence $r=0$. What remains is $\langle d,Hd\rangle\ge0$ for every $d$, and $\mu=0$ meets all the conditions. If $\|s\|=D$, then $D>0$ makes $s\ne0$, and the two preceding results supply $\mu$ and the curvature condition.

In the statement, `hs` says that $s$ is a trust-region step, and the condition over all `w` expresses positive semidefiniteness. At $D=0$ the only step is $s=0$, and the Newton equation would demand $g=0$. The implication runs from minimiser to shift; the converse half of the Moré–Sorensen characterisation, from these conditions back to a minimiser, is not proved here.

```lean
/-- **Moré–Sorensen necessity.** For a symmetric Hessian and radius `D > 0`, every trust-region
minimiser solves a Newton equation with a shift `μ ≥ 0`, the shifted Hessian is positive
semidefinite, and `μ (D - ‖s‖) = 0`. -/
theorem more_sorensen_necessity (hH : H.IsSymmetric) (hD : 0 < D)
    (hs : IsTrustRegionStep g H D s) :
    ∃ μ : ℝ, 0 ≤ μ ∧ H s + μ • s = -g ∧
      (∀ w : E, 0 ≤ inner ℝ w (H w + μ • w)) ∧ μ * (D - ‖s‖) = 0 := by
  rcases hs.1.lt_or_eq with h | h
  · -- interior: every direction is feasible, and no shift is needed
    have hloc (d : E) : ∃ δ : ℝ, 0 < δ ∧ ∀ t, 0 < t → t ≤ δ →
        0 ≤ t * inner ℝ (g + H s) d + t ^ 2 * (inner ℝ d (H d) / 2) := by
      have hd : 0 < ‖d‖ + 1 := by positivity
      refine ⟨(D - ‖s‖) / (‖d‖ + 1), div_pos (sub_pos.2 h) hd, fun t ht htδ => ?_⟩
      have h1 := (le_div_iff₀ hd).mp htδ
      have h2 : ‖s + t • d‖ ≤ D := by
        have h3 := norm_add_le s (t • d)
        rw [norm_smul, Real.norm_of_nonneg ht.le] at h3
        linarith
      have h4 := hs.2 _ h2
      rw [model_add hH] at h4
      linarith
    have hr : g + H s = 0 := by
      obtain ⟨δ, hδ, hq⟩ := hloc (-(g + H s))
      have h1 := slope_nonneg hδ hq
      rw [inner_neg_right, real_inner_self_eq_norm_sq] at h1
      have h2 : ‖g + H s‖ ^ 2 = 0 := le_antisymm (by linarith) (sq_nonneg _)
      exact norm_eq_zero.mp (pow_eq_zero_iff two_ne_zero |>.mp h2)
    refine ⟨0, le_rfl, ?_, fun w => ?_, zero_mul _⟩
    · rw [zero_smul, add_zero]
      exact eq_neg_of_add_eq_zero_right hr
    · obtain ⟨δ, hδ, hq⟩ := hloc w
      have h1 := hq δ hδ le_rfl
      rw [hr, inner_zero_left, mul_zero, zero_add] at h1
      have h2 : 0 < δ ^ 2 := by positivity
      have h3 : 0 ≤ inner ℝ w (H w) / 2 := le_of_mul_le_mul_left (by linarith) h2
      rw [zero_smul, add_zero]
      linarith
  · have hs0 : s ≠ 0 := norm_pos_iff.mp (h ▸ hD)
    obtain ⟨μ, hμ, hst⟩ := exists_shift hH hs hs0
    exact ⟨μ, hμ, hst, shifted_curvature_nonneg hH hs hs0 h hst, by rw [h, sub_self, mul_zero]⟩
```

If $\langle w,Hw\rangle<0$ for some $w$, then $\mu=0$ would contradict the curvature condition. So $\mu\ne0$, and $\mu(D-\|s\|)=0$ puts the step on the boundary.

```lean
/-- If a symmetric Hessian has a direction of negative curvature, every minimiser over a ball of
radius `D > 0` lies on its boundary. -/
theorem norm_eq_radius_of_negative_curvature (hH : H.IsSymmetric) (hD : 0 < D)
    (hs : IsTrustRegionStep g H D s) {w : E} (hw : inner ℝ w (H w) < 0) : ‖s‖ = D := by
  obtain ⟨μ, -, -, hpsd, hc⟩ := more_sorensen_necessity hH hD hs
  rcases mul_eq_zero.mp hc with h | h
  · have h1 := hpsd w
    rw [h, zero_smul, add_zero] at h1
    linarith
  · linarith
```

The necessity theorem assumes a minimiser. In finite dimension one exists for every $D\ge0$, because $m$ is continuous and the closed ball is compact and nonempty.

```lean
/-- In finite dimension the quadratic model has a minimiser over every ball of radius `D ≥ 0`. -/
theorem exists_trustRegionStep [FiniteDimensional ℝ E] (g : E) (H : E →ₗ[ℝ] E)
    (hD : 0 ≤ D) : ∃ s, IsTrustRegionStep g H D s := by
  have hHc : Continuous H := H.continuous_of_finiteDimensional
  have hc : Continuous (model g H) := by
    unfold model
    fun_prop
  have : ProperSpace E := FiniteDimensional.proper_real E
  obtain ⟨s, hs, hmin⟩ := (isCompact_closedBall (0 : E) D).exists_isMinOn
    ⟨0, Metric.mem_closedBall_self hD⟩ hc.continuousOn
  exact ⟨s, mem_closedBall_zero_iff.mp hs, fun p hp => hmin (mem_closedBall_zero_iff.mpr hp)⟩
```

## Matrices, with a two-dimensional instance

Take $H=\mathrm{diag}(-2,1)$, $g=(-3,-16)$ and $D=5$. The step $s=(3,4)$ has length $5$ and energy $m(s)=-9-64-1=-74$. Expanding the right-hand side confirms

$$m(p)+74=\tfrac12(p_1-3)^2+2(p_2-4)^2+\tfrac32\left(25-\|p\|^2\right),$$

which is nonnegative in the ball, so $s$ is a minimiser. Its shift is $\mu=3$: $H+3I=\mathrm{diag}(1,4)$ is positive definite and sends $s$ to $(3,16)=-g$. The unshifted Newton step $(-\tfrac32,16)$ leads to the saddle point of the model, outside the ball.

For matrices the Hessian is called `A`, steps live in `EuclideanSpace ℝ n` with the Euclidean norm, and `s.ofLp` is the coordinate vector of `s`. The map `Matrix.toEuclideanLin A` is symmetric because `A` is. The identity `e` shows that $A+\mu I$ acts as the shifted map, which carries over both the Newton equation and the curvature condition. `PosSemidef` also includes symmetry of the shifted matrix, which is checked separately.

```lean
/-- Matrix form: for a real symmetric Hessian matrix `A` and `D > 0`, a trust-region minimiser `s`
has a shift `μ ≥ 0` with `(A + μ I) s = -g`, `A + μ I` positive semidefinite and `μ (D - ‖s‖) = 0`.
-/
theorem more_sorensen_necessity_matrix {n : Type*} [Fintype n] [DecidableEq n]
    {A : Matrix n n ℝ} (hA : A.IsSymm) {g s : EuclideanSpace ℝ n} (hD : 0 < D)
    (hs : IsTrustRegionStep g (Matrix.toEuclideanLin A) D s) :
    ∃ μ : ℝ, 0 ≤ μ ∧ (A + μ • (1 : Matrix n n ℝ)) *ᵥ s.ofLp = -g.ofLp ∧
      (A + μ • (1 : Matrix n n ℝ)).PosSemidef ∧ μ * (D - ‖s‖) = 0 := by
  have hAh : A.IsHermitian := by
    rw [Matrix.IsHermitian, Matrix.conjTranspose_eq_transpose_of_trivial]
    exact hA
  obtain ⟨μ, hμ, hst, hpsd, hc⟩ :=
    more_sorensen_necessity (isSymmetric_toEuclideanLin_iff.mpr hAh) hD hs
  -- the shifted matrix acts as the shifted linear map
  have e (x : EuclideanSpace ℝ n) : (A + μ • (1 : Matrix n n ℝ)) *ᵥ x.ofLp =
      (Matrix.toEuclideanLin A x + μ • x).ofLp := by
    rw [Matrix.add_mulVec, Matrix.smul_mulVec, Matrix.one_mulVec]
    rfl
  refine ⟨μ, hμ, ?_, ?_, hc⟩
  · rw [e, hst]
    rfl
  · refine Matrix.PosSemidef.of_dotProduct_mulVec_nonneg ?_ (fun x => ?_)
    · rw [Matrix.IsHermitian, Matrix.conjTranspose_eq_transpose_of_trivial,
        Matrix.transpose_add, Matrix.transpose_smul, Matrix.transpose_one, hA.eq]
    · have h := hpsd (WithLp.toLp 2 x)
      rw [EuclideanSpace.inner_eq_star_dotProduct, dotProduct_comm, ← e] at h
      exact h

end

end TrustRegionNecessity
```

```lean
#print axioms TrustRegionNecessity.more_sorensen_necessity
#print axioms TrustRegionNecessity.norm_eq_radius_of_negative_curvature
#print axioms TrustRegionNecessity.exists_trustRegionStep
#print axioms TrustRegionNecessity.more_sorensen_necessity_matrix
```

```
'TrustRegionNecessity.more_sorensen_necessity' depends on axioms: [propext, Classical.choice, Quot.sound]
'TrustRegionNecessity.norm_eq_radius_of_negative_curvature' depends on axioms: [propext, Classical.choice, Quot.sound]
'TrustRegionNecessity.exists_trustRegionStep' depends on axioms: [propext, Classical.choice, Quot.sound]
'TrustRegionNecessity.more_sorensen_necessity_matrix' depends on axioms: [propext, Classical.choice, Quot.sound]
```
